# Invertible PAW maps with fixed, linearly independent projectors form a group that maps onto GL_m with abelian kernel

Let \(P\) be a complex \(n\times m\) matrix with linearly independent columns, and for every complex \(n\times m\) matrix \(U\) put \(T(U)=1+UP^\dagger\). The invertible matrices \(T(U)\) form a subgroup of \(GL_n\). The rule \(T(U)\mapsto 1+P^\dagger U\) is a group homomorphism from this subgroup onto \(GL_m\). Its kernel consists of the \(T(U)\) with \(P^\dagger U=0\); there \(T(U)T(V)=T(U+V)\), so the kernel is abelian.

## Reconstruction from projector amplitudes

The projector augmented-wave (PAW) method works with a smooth pseudo wave function \(\tilde\psi\) and recovers the all-electron wave function by a linear map,

\[
T\tilde\psi=\tilde\psi+\sum_{i=1}^{m}u_i\,\langle p_i|\tilde\psi\rangle .
\]

Here \(p_i\) is a projector, and \(u_i\) is the difference between an all-electron partial wave and its pseudo partner. Two questions arise: what happens when such maps are composed, and when can one be undone? In a finite basis, each map has an \(m\times m\) matrix that decides whether it can be undone, and these matrices multiply when maps with the same projectors are composed. Here \(m\) is the number of projector channels and is usually much smaller than the basis.

Expand all functions in an orthonormal basis of \(n\) functions. The \(p_i\) become the columns of \(P\), the \(u_i\) the columns of \(U\), and the amplitudes \(\langle p_i|\tilde\psi\rangle\) the entries of \(P^\dagger\tilde\psi\). The theorems are about these finite matrices and say nothing about the error made by truncating a basis. The localisation of projectors and corrections in atomic spheres plays no part in the algebra.

In Lean, `n` and `m` are finite index types, and the numbers \(n\) and \(m\) are their sizes. The conjugate transpose \(P^\dagger\) is written `Pᴴ`.

```lean
import Mathlib

open Matrix
open scoped ComplexOrder

namespace PAWStructure

noncomputable section

variable {n m : Type*} [Fintype n] [DecidableEq n] [Fintype m] [DecidableEq m]
```

The map itself is `pawMap P U`. The letter \(U\) stands for an arbitrary correction and not for a unitary matrix.

```lean
/-- The PAW map `T(U) = 1 + U Pᴴ`, with the projectors as columns of `P` and the
partial-wave corrections as columns of `U`. -/
def pawMap (P U : Matrix n m ℂ) : Matrix n n ℂ := 1 + U * Pᴴ
```

The amplitudes of the reconstructed function follow from those of the pseudo function alone:

\[
P^\dagger T(U)\tilde\psi=P^\dagger\tilde\psi+P^\dagger U P^\dagger\tilde\psi=(1+P^\dagger U)\,P^\dagger\tilde\psi .
\]

The small matrix \(1+P^\dagger U\) is called the channel matrix here, which is not an established name.

```lean
/-- The small matrix `1 + Pᴴ U`, which acts on the projector channels. -/
def channelMap (P U : Matrix n m ℂ) : Matrix m m ℂ := 1 + Pᴴ * U
```

For linearly independent projectors, this matrix can be read off from \(T(U)\) with the help of functions dual to the projectors. Take \(D=P(P^\dagger P)^{-1}\), whose columns lie in the span of the projectors. They are in general not the pseudo partial waves, which are dual to the projectors too but need not lie in that span.

```lean
/-- The matrix `P (Pᴴ P)⁻¹`, whose columns lie in the span of the projectors. If the projectors are
linearly dependent, Lean's matrix inverse is zero here, and so is this matrix. -/
def dualFunctions (P : Matrix n m ℂ) : Matrix n m ℂ := P * (Pᴴ * P)⁻¹
```

## One composition law for both matrices

Multiplying out two maps with the same projectors gives

\[
(1+UP^\dagger)(1+VP^\dagger)=1+UP^\dagger+VP^\dagger+UP^\dagger VP^\dagger
=T(U+V+UP^\dagger V).
\]

In Lean, `simp only` expands and reassociates the products, and `abel` reorders the sum.

```lean
omit [DecidableEq m] in
/-- Two PAW maps with the same projectors compose to a PAW map, with correction
`U + V + U Pᴴ V`. -/
theorem pawMap_mul (P U V : Matrix n m ℂ) :
    pawMap P U * pawMap P V = pawMap P (U + V + U * (Pᴴ * V)) := by
  simp only [pawMap, Matrix.add_mul, Matrix.mul_add, Matrix.one_mul, Matrix.mul_one,
    Matrix.mul_assoc]
  abel
```

The channel matrices combine the corrections in the same way:

\[
(1+P^\dagger U)(1+P^\dagger V)=1+P^\dagger\,(U+V+UP^\dagger V).
\]

```lean
omit [DecidableEq n] in
/-- The channel matrices obey the same composition law as the PAW maps. -/
theorem channelMap_mul (P U V : Matrix n m ℂ) :
    channelMap P U * channelMap P V = channelMap P (U + V + U * (Pᴴ * V)) := by
  simp only [channelMap, Matrix.add_mul, Matrix.mul_add, Matrix.one_mul, Matrix.mul_one,
    Matrix.mul_assoc]
  abel
```

## Inverses are again PAW maps

The identity is \(T(0)\), and the composition law gives closure under products. For inverses, let \(T=T(U)\) be invertible. Then

\[
1=T^{-1}T=T^{-1}+T^{-1}UP^\dagger
\quad\Longrightarrow\quad
T^{-1}=1-T^{-1}UP^\dagger=T(-T^{-1}U).
\]

Lean's `(Matrix n n ℂ)ˣ` is the group of invertible matrices, \(GL_n\). An element `g` belongs to `pawGroup P` if some correction `U` satisfies `g = pawMap P U` as matrices. The three fields after `carrier` are the three arguments just given, and none of them needs independent projectors.

```lean
/-- The group of invertible PAW maps with fixed projectors, as a subgroup of `GL_n`. -/
def pawGroup (P : Matrix n m ℂ) : Subgroup (Matrix n n ℂ)ˣ where
  carrier := {g | ∃ U : Matrix n m ℂ, (g : Matrix n n ℂ) = pawMap P U}
  one_mem' := ⟨0, by simp [pawMap]⟩
  mul_mem' := by
    rintro g h ⟨U, hU⟩ ⟨V, hV⟩
    exact ⟨U + V + U * (Pᴴ * V), by rw [Units.val_mul, hU, hV, pawMap_mul]⟩
  inv_mem' := by
    rintro g ⟨U, hU⟩
    -- the inverse has the correction `-T(U)⁻¹ U`
    refine ⟨-((g⁻¹ : (Matrix n n ℂ)ˣ) : Matrix n n ℂ) * U, ?_⟩
    have h : ((g⁻¹ : (Matrix n n ℂ)ˣ) : Matrix n n ℂ) * (g : Matrix n n ℂ) = 1 := g.inv_mul
    rw [hU, pawMap, Matrix.mul_add, Matrix.mul_one] at h
    rw [pawMap, Matrix.neg_mul, Matrix.neg_mul, Matrix.mul_assoc, ← sub_eq_add_neg]
    exact eq_sub_of_add_eq h
```

## Independent projectors have dual functions

Linear independence means that no projector is redundant: no channel amplitude is fixed by the others for every wave function. It makes the Gram matrix \(P^\dagger P\) invertible, since

\[
P^\dagger Px=0\;\Rightarrow\; x^\dagger P^\dagger Px=\|Px\|^2=0\;\Rightarrow\; Px=0\;\Rightarrow\; x=0 ,
\]

and a square matrix with trivial kernel is invertible. Hence \(P^\dagger D=P^\dagger P(P^\dagger P)^{-1}=1\).

The hypothesis `hP` states the independence of the family `P.col` of columns. The Lean proof applies the chain above to a difference `x - y`, obtains injectivity, and converts it into invertibility.

```lean
omit [DecidableEq n] in
/-- For linearly independent projectors, the dual functions are biorthogonal to them. -/
theorem projectors_mul_dual (P : Matrix n m ℂ) (hP : LinearIndependent ℂ P.col) :
    Pᴴ * dualFunctions P = 1 := by
  -- the Gram matrix has trivial kernel, hence is invertible
  have hinj : Function.Injective (Pᴴ * P).mulVec := by
    intro x y hxy
    apply Matrix.mulVec_injective_iff.2 hP
    have h : (Pᴴ * P) *ᵥ (x - y) = 0 := by
      rw [Matrix.mulVec_sub, sub_eq_zero]
      exact hxy
    rw [Matrix.conjTranspose_mul_self_mulVec_eq_zero, Matrix.mulVec_sub, sub_eq_zero] at h
    exact h
  have hu : IsUnit (Pᴴ * P) := Matrix.mulVec_injective_iff_isUnit.1 hinj
  rw [dualFunctions, ← Matrix.mul_assoc]
  exact Matrix.mul_nonsing_inv _ ((Matrix.isUnit_iff_isUnit_det _).1 hu)
```

Now the channel matrix can be extracted from the large one. From \(P^\dagger T(U)=(1+P^\dagger U)P^\dagger\) it follows that

\[
P^\dagger T(U)D=(1+P^\dagger U)P^\dagger D=1+P^\dagger U .
\]

```lean
/-- For linearly independent projectors, the PAW map taken between the projectors and their
dual functions is the channel matrix `1 + Pᴴ U`. -/
theorem compress_pawMap (P : Matrix n m ℂ) (hP : LinearIndependent ℂ P.col)
    (U : Matrix n m ℂ) : Pᴴ * pawMap P U * dualFunctions P = channelMap P U := by
  have h : Pᴴ * pawMap P U = channelMap P U * Pᴴ := by
    simp only [pawMap, channelMap, Matrix.add_mul, Matrix.mul_add, Matrix.one_mul,
      Matrix.mul_one, Matrix.mul_assoc]
  rw [h, Matrix.mul_assoc, projectors_mul_dual P hP, Matrix.mul_one]
```

## Equal determinants

Consider the block matrix

\[
M=\begin{pmatrix}1_n&-U\\ P^\dagger&1_m\end{pmatrix}.
\]

Eliminating the lower left block gives \(\det M=\det(1_m+P^\dagger U)\), and eliminating the upper right block gives \(\det M=\det(1_n+UP^\dagger)\). The two determinants are therefore equal, for any \(P\). Mathlib has this identity as `Matrix.det_one_add_mul_comm`.

```lean
/-- The PAW map and its channel matrix have the same determinant. -/
theorem det_pawMap (P U : Matrix n m ℂ) : (pawMap P U).det = (channelMap P U).det :=
  Matrix.det_one_add_mul_comm U Pᴴ
```

## The homomorphism to \(GL_m\)

Define the homomorphism on a group element \(g\) by \(g\mapsto P^\dagger gD\). This expression contains \(g\) but no chosen \(U\), so there is no question of whether it is well defined. The identity goes to \(P^\dagger D=1\). For \(g=T(U)\) and \(h=T(V)\),

\[
P^\dagger ghD=1+P^\dagger(U+V+UP^\dagger V)=(1+P^\dagger U)(1+P^\dagger V)=(P^\dagger gD)(P^\dagger hD).
\]

A multiplicative map that starts from a group and preserves the identity takes only invertible values, which is how `MonoidHom.toHomUnits` places the result in \(GL_m\).

```lean
/-- The homomorphism from the PAW group to `GL_m` that takes `g` to its matrix between the
linearly independent projectors and their dual functions. -/
def channelHom (P : Matrix n m ℂ) (hP : LinearIndependent ℂ P.col) :
    pawGroup P →* (Matrix m m ℂ)ˣ :=
  MonoidHom.toHomUnits
    { toFun := fun g => Pᴴ * ((g : (Matrix n n ℂ)ˣ) : Matrix n n ℂ) * dualFunctions P
      map_one' := by simpa using projectors_mul_dual P hP
      map_mul' := by
        rintro ⟨g, U, hU⟩ ⟨h, V, hV⟩
        change Pᴴ * ((g * h : (Matrix n n ℂ)ˣ) : Matrix n n ℂ) * dualFunctions P =
          (Pᴴ * (g : Matrix n n ℂ) * dualFunctions P) *
            (Pᴴ * (h : Matrix n n ℂ) * dualFunctions P)
        rw [Units.val_mul, hU, hV, pawMap_mul, compress_pawMap P hP, compress_pawMap P hP,
          compress_pawMap P hP, channelMap_mul] }
```

Its value on \(T(U)\) is then a theorem and not a definition: whenever `g` equals `pawMap P U`, its image is the channel matrix of `U`.

```lean
/-- For linearly independent projectors, the homomorphism sends `T(U)` to `1 + Pᴴ U`. -/
theorem channelHom_apply (P : Matrix n m ℂ) (hP : LinearIndependent ℂ P.col)
    (g : pawGroup P) (U : Matrix n m ℂ)
    (hU : ((g : (Matrix n n ℂ)ˣ) : Matrix n n ℂ) = pawMap P U) :
    (channelHom P hP g : Matrix m m ℂ) = channelMap P U := by
  change Pᴴ * ((g : (Matrix n n ℂ)ˣ) : Matrix n n ℂ) * dualFunctions P = _
  rw [hU, compress_pawMap P hP]
```

Non-zero projectors alone would not be enough for this. Take \(n=1\), \(m=2\), with two equal projectors \(P=(1\;\;1)\) and the correction \(U=(1\;\;{-1})\). Then \(UP^\dagger=1-1=0\), so \(T(U)=1=T(0)\), whereas

\[
1+P^\dagger U=\begin{pmatrix}2&-1\\1&0\end{pmatrix}\neq 1=1+P^\dagger\,0 .
\]

The same map would have two channel matrices, and \(T(U)\mapsto1+P^\dagger U\) would not be a function.

## Surjectivity and the abelian kernel

For a given \(G\in GL_m\), choose \(U=D(G-1)\). Then

\[
1+P^\dagger U=1+P^\dagger D(G-1)=G,\qquad \det T(U)=\det G\neq0 ,
\]

so \(T(U)\) lies in the group and is sent to \(G\).

An element \(T(U)\) is in the kernel exactly when \(1+P^\dagger U=1\), that is, when \(P^\dagger U=0\). Physically, such a map may change the wave function, but it leaves all the projector amplitudes as they were. If \(P^\dagger V=0\), the last term of the composition law vanishes and

\[
T(U)T(V)=T(U+V).
\]

For two kernel elements the same holds in the other order, and \(U+V=V+U\) makes them commute.

The theorem `pawGroup_structure` assumes only `hP` and joins five statements:

1. The homomorphism sends \(T(U)\) to \(1+P^\dagger U\).
2. It is surjective onto \(GL_m\).
3. A group element is in the kernel if and only if it equals \(T(U)\) for some \(U\) with \(P^\dagger U=0\).
4. Corrections add whenever \(P^\dagger V=0\). Only the right-hand factor is restricted, and neither factor is assumed invertible.
5. Any two kernel elements commute.

In the proof, `hadd` is the additive law and `hker` the description of the kernel. For surjectivity, `hS` computes the channel matrix of \(D(G-1)\), and `hT` transfers invertibility through the determinant. The last part writes two kernel elements as \(T(U)\) and \(T(V)\) and applies `hadd` in both orders.

```lean
/-- For linearly independent projectors, the homomorphism `T(U) ↦ 1 + Pᴴ U` maps the PAW group
onto `GL_m`. Its kernel consists of the `T(U)` with `Pᴴ U = 0`, where corrections add under
composition, and is abelian. -/
theorem pawGroup_structure (P : Matrix n m ℂ) (hP : LinearIndependent ℂ P.col) :
    (∀ (g : pawGroup P) (U : Matrix n m ℂ),
      ((g : (Matrix n n ℂ)ˣ) : Matrix n n ℂ) = pawMap P U →
        (channelHom P hP g : Matrix m m ℂ) = 1 + Pᴴ * U) ∧
    Function.Surjective (channelHom P hP) ∧
    (∀ g : pawGroup P, g ∈ (channelHom P hP).ker ↔
      ∃ U : Matrix n m ℂ, Pᴴ * U = 0 ∧
        ((g : (Matrix n n ℂ)ˣ) : Matrix n n ℂ) = pawMap P U) ∧
    (∀ U V : Matrix n m ℂ, Pᴴ * V = 0 → pawMap P U * pawMap P V = pawMap P (U + V)) ∧
    (∀ g ∈ (channelHom P hP).ker, ∀ h ∈ (channelHom P hP).ker, g * h = h * g) := by
  have hadd : ∀ U V : Matrix n m ℂ, Pᴴ * V = 0 →
      pawMap P U * pawMap P V = pawMap P (U + V) := by
    intro U V hV
    rw [pawMap_mul, hV, Matrix.mul_zero, add_zero]
  have hker : ∀ g : pawGroup P, g ∈ (channelHom P hP).ker ↔
      ∃ U : Matrix n m ℂ, Pᴴ * U = 0 ∧
        ((g : (Matrix n n ℂ)ˣ) : Matrix n n ℂ) = pawMap P U := by
    intro g
    constructor
    · intro h
      obtain ⟨U, hU⟩ := g.2
      have h1 := channelHom_apply P hP g U hU
      rw [MonoidHom.mem_ker.1 h, Units.val_one, channelMap] at h1
      refine ⟨U, add_left_cancel (a := (1 : Matrix m m ℂ)) ?_, hU⟩
      rw [add_zero]
      exact h1.symm
    · rintro ⟨U, h0, hU⟩
      refine MonoidHom.mem_ker.2 (Units.ext ?_)
      rw [channelHom_apply P hP g U hU, channelMap, h0, add_zero, Units.val_one]
  refine ⟨fun g U hU => channelHom_apply P hP g U hU, ?_, hker, hadd, ?_⟩
  · -- a given `G` is reached with the correction `D (G - 1)`, `D` the dual functions
    intro G
    have hS : channelMap P (dualFunctions P * ((G : Matrix m m ℂ) - 1)) = G := by
      rw [channelMap, ← Matrix.mul_assoc, projectors_mul_dual P hP, Matrix.one_mul]
      abel
    have hT : IsUnit (pawMap P (dualFunctions P * ((G : Matrix m m ℂ) - 1))) := by
      rw [Matrix.isUnit_iff_isUnit_det, det_pawMap, hS]
      exact (Matrix.isUnit_iff_isUnit_det _).1 G.isUnit
    obtain ⟨g, hg⟩ := hT
    exact ⟨⟨g, _, hg⟩, Units.ext ((channelHom_apply P hP ⟨g, _, hg⟩ _ hg).trans hS)⟩
  · intro g hg h hh
    obtain ⟨U, hU0, hU⟩ := (hker g).1 hg
    obtain ⟨V, hV0, hV⟩ := (hker h).1 hh
    apply Subtype.ext
    apply Units.ext
    change ((g : (Matrix n n ℂ)ˣ) : Matrix n n ℂ) * ((h : (Matrix n n ℂ)ˣ) : Matrix n n ℂ) =
      ((h : (Matrix n n ℂ)ˣ) : Matrix n n ℂ) * ((g : (Matrix n n ℂ)ˣ) : Matrix n n ℂ)
    rw [hU, hV, hadd U V hV0, hadd V U hU0, add_comm]
```

## Invertibility for actual partial waves

Let the columns of \(\Phi\) be the all-electron partial waves and those of \(\tilde\Phi\) (in Lean `Φt`) the pseudo partial waves. Assume \(P^\dagger\tilde\Phi=1\), the usual PAW duality condition \(\langle p_i|\tilde\phi_j\rangle=\delta_{ij}\), where \(\tilde\phi_j\) is the \(j\)-th column of \(\tilde\Phi\). It ensures that each pseudo partial wave excites its own channel with unit amplitude and no other. If the channels belong to several atoms, the partial waves are taken to be cut off at their own, non-overlapping atomic spheres; otherwise the tail of a wave could reach the projectors of another atom. With \(U=\Phi-\tilde\Phi\),

\[
T(U)\tilde\Phi=\tilde\Phi+(\Phi-\tilde\Phi)P^\dagger\tilde\Phi=\Phi,
\qquad
1+P^\dagger U=1+P^\dagger\Phi-1=P^\dagger\Phi .
\]

By the equality of determinants, \(T(U)\) is invertible exactly when \(P^\dagger\Phi\) is. For a PAW data set whose matrices satisfy the duality in a finite orthonormal basis, this \(m\times m\) matrix thus decides whether the reconstruction loses information. If it is singular, some non-zero pseudo wave function is mapped to zero. Truncating the basis can spoil the duality; the matrix to test is then \(1+P^\dagger U\) itself, which need not equal \(P^\dagger\Phi\).

The Lean theorem takes the duality as its hypothesis `h` and does not construct the partial waves. Its two conclusions are the reconstruction \(T(U)\tilde\Phi=\Phi\) and the equivalence of the two invertibility conditions.

```lean
/-- If the pseudo partial waves `Φt` are biorthogonal to the projectors, `T(Φ - Φt)` takes them
to the all-electron waves `Φ`, and it is invertible exactly when `Pᴴ Φ` is. -/
theorem partialWave_reconstruction (P Φ Φt : Matrix n m ℂ) (h : Pᴴ * Φt = 1) :
    pawMap P (Φ - Φt) * Φt = Φ ∧ (IsUnit (pawMap P (Φ - Φt)) ↔ IsUnit (Pᴴ * Φ)) := by
  have hS : channelMap P (Φ - Φt) = Pᴴ * Φ := by
    rw [channelMap, Matrix.mul_sub, h]
    abel
  constructor
  · rw [pawMap, Matrix.add_mul, Matrix.one_mul, Matrix.mul_assoc, h, Matrix.mul_one]
    abel
  · rw [Matrix.isUnit_iff_isUnit_det, det_pawMap, hS, ← Matrix.isUnit_iff_isUnit_det]
```

A small instance has two basis functions and one channel, with projector \((1,0)\), pseudo wave \((1,1)\) and all-electron wave \((2,3)\). The correction is \((1,2)\), and

\[
T=\begin{pmatrix}2&0\\2&1\end{pmatrix},\qquad
T\begin{pmatrix}1\\1\end{pmatrix}=\begin{pmatrix}2\\3\end{pmatrix},\qquad
\det T=2=P^\dagger\Phi .
\]

The Lean statement evaluates the two products that appear in the hypothesis and the invertibility criterion of the preceding theorem, \(P^\dagger\tilde\Phi=1\) and \(P^\dagger\Phi=2\), entry by entry.

```lean
/-- In a two-function basis, the projector `(1, 0)` and the pseudo wave `(1, 1)` are
biorthogonal, and the all-electron wave `(2, 3)` has projection 2. -/
theorem partialWave_reconstruction_witness :
    (!![1; 0] : Matrix (Fin 2) (Fin 1) ℂ)ᴴ * (!![1; 1] : Matrix (Fin 2) (Fin 1) ℂ) = 1 ∧
    (!![1; 0] : Matrix (Fin 2) (Fin 1) ℂ)ᴴ * (!![2; 3] : Matrix (Fin 2) (Fin 1) ℂ) =
      (!![2] : Matrix (Fin 1) (Fin 1) ℂ) := by
  constructor <;> ext i j <;> fin_cases i <;> fin_cases j <;>
    simp [Matrix.mul_apply, Fin.sum_univ_succ]

end

end PAWStructure
```

```lean
#print axioms PAWStructure.pawGroup_structure
#print axioms PAWStructure.partialWave_reconstruction
```

```
'PAWStructure.pawGroup_structure' depends on axioms: [propext, Classical.choice, Quot.sound]
'PAWStructure.partialWave_reconstruction' depends on axioms: [propext, Classical.choice, Quot.sound]
```
